# A trace bound on the total depth of levels pulled down by an attractive separable potential

A separable pseudopotential splits the one-electron Hamiltonian into a smooth part $H_0$, holding the kinetic energy and a local potential, and a nonlocal part built from a few projector functions. When the nonlocal part is attractive, it can pull levels below the whole spectrum of $H_0$. Some of these may be wanted bound states; others may be ghost states, spurious solutions that the original atom does not have. How far down can such levels lie, taken together?

Let $H_0$ be an $n\times n$ complex matrix in an orthonormal basis, let the columns of the $n\times m$ matrix $P$ be the projectors, and let the $m\times m$ matrix $D$ hold their coupling coefficients. Let $l_0$ be a real energy with $H_0-l_0\ge 0$, where $\ge 0$ means positive semidefinite. If $-D\ge 0$, then orthonormal eigenvectors of $H=H_0+PDP^\dagger$ with energies $e_i$ satisfy

$$\sum_i (l_0-e_i)\;\le\;-\operatorname{tr}(PDP^\dagger).$$

For a fixed one-particle Hamiltonian in a finite orthonormal basis, this limits the total depth of the levels below $l_0$ before any diagonalisation of $H$.

## The Hamiltonian and its eigenvectors

The basis functions, the projectors and the chosen eigenvectors are labelled by three finite index types, `n`, `m` and `ι`.

```lean
import Mathlib

open Matrix
open scoped ComplexOrder

namespace GhostDepth

variable {n m ι : Type*} [Fintype n] [DecidableEq n] [Fintype m] [Fintype ι] [DecidableEq ι]
```

The Hamiltonian is the sum of the smooth and the separable part,

$$H=H_0+PDP^\dagger=H_0+\sum_{a,b}|p_a\rangle D_{ab}\langle p_b| ,$$

where $|p_a\rangle$ is column $a$ of $P$.

```lean
/-- The Hamiltonian `H0 + P D Pᴴ`: a matrix `H0` plus a separable part with projectors in the
columns of `P` and coupling matrix `D`. -/
def hamiltonian (H0 : Matrix n n ℂ) (P : Matrix n m ℂ) (D : Matrix m m ℂ) : Matrix n n ℂ :=
  H0 + P * D * Pᴴ
```

The projectors need be neither normalised nor orthogonal. Lean writes the adjoint $P^\dagger$ as `Pᴴ`.

Now collect the chosen eigenvectors as the columns of an $n\times N$ matrix $W$, where $N$ is their number. Orthonormality and the eigenvalue equations become

$$W^\dagger W=1,\qquad HW=W\operatorname{diag}(e_1,\dots,e_N).$$

```lean
/-- The columns of `W` are orthonormal eigenvectors of `H` with real energies `e`. -/
structure IsEigenfamily (H : Matrix n n ℂ) (W : Matrix n ι ℂ) (e : ι → ℝ) : Prop where
  orthonormal : Wᴴ * W = 1
  eigen : H * W = W * diagonal (fun i => (e i : ℂ))
```

The family may be any selection of eigenvectors, including several from one degenerate level or none at all. The eigenproblem is the ordinary one. An ultrasoft or projector augmented-wave calculation has the generalised form $H\psi=eS\psi$ with an overlap operator $S$; the theorems apply to the case $S=1$.

## Some of the states carry at most the full trace

Let $B\ge 0$. The matrix $Q=1-WW^\dagger$ projects onto the complement of the chosen states. Since $WW^\dagger$ is Hermitian and $WW^\dagger WW^\dagger=WW^\dagger$, we have $Q^\dagger=Q$ and $Q^2=Q$. Cyclicity of the trace then gives

$$0\le\operatorname{tr}(Q^\dagger BQ)=\operatorname{tr}(QB)=\operatorname{tr}B-\operatorname{tr}(WW^\dagger B)=\operatorname{tr}B-\operatorname{tr}(W^\dagger BW).$$

Hence $\operatorname{tr}(W^\dagger BW)\le\operatorname{tr}B$: the expectation values of $B$ in the chosen states add up to no more than its trace.

```lean
/-- The trace of a positive semidefinite operator over an orthonormal family of states is
at most its full trace. -/
theorem partial_trace_le {B : Matrix n n ℂ} (hB : B.PosSemidef) {W : Matrix n ι ℂ}
    (hW : Wᴴ * W = 1) : (trace (Wᴴ * B * W)).re ≤ (trace B).re := by
  -- the projector onto the complement of the family
  have hp : W * Wᴴ * (W * Wᴴ) = W * Wᴴ := by
    calc W * Wᴴ * (W * Wᴴ) = W * (Wᴴ * W) * Wᴴ := by simp only [Matrix.mul_assoc]
      _ = W * Wᴴ := by rw [hW, Matrix.mul_one]
  have hQ : (1 - W * Wᴴ)ᴴ = 1 - W * Wᴴ := by
    simp [conjTranspose_sub, conjTranspose_mul]
  have hQQ : (1 - W * Wᴴ) * (1 - W * Wᴴ) = 1 - W * Wᴴ := by
    simp only [Matrix.sub_mul, Matrix.mul_sub, Matrix.one_mul, Matrix.mul_one, hp]
    abel
  -- the missing part of the trace is the trace over that complement
  have h := (Complex.nonneg_iff.mp
    (hB.conjTranspose_mul_mul_same (1 - W * Wᴴ)).trace_nonneg).1
  rw [trace_mul_cycle, hQ, hQQ, Matrix.sub_mul, Matrix.one_mul, trace_sub,
    Complex.sub_re] at h
  rw [trace_mul_cycle]
  linarith
```

In the proof, `hQ` and `hQQ` are the two projector identities, and `h` is the nonnegative trace over the complement. The lemma `trace_mul_cycle` moves the last factor of a product to the front. The traces in question are real, and `.re` turns them from complex numbers into real ones that can be compared. The name `partial_trace_le` refers to a trace over some of the states, not to the partial trace over a subsystem.

## The depth bound for a coupling of either sign

The trace argument also covers a coupling that is attractive in some channels and repulsive in others. Suppose a matrix $A\ge 0$ satisfies $D+A\ge 0$, so that $A$ is strong enough to compensate every attraction in $D$. Adding $PAP^\dagger$ to $H-l_0$ gives

$$(H_0-l_0)+P(D+A)P^\dagger=(H-l_0)+PAP^\dagger .$$

Multiply by $W^\dagger$ on the left and $W$ on the right. The eigenvalue equations turn $W^\dagger HW$ into $\operatorname{diag}(e)$, and so

$$W^\dagger(H_0-l_0)W+W^\dagger P(D+A)P^\dagger W=\operatorname{diag}(e)-l_0 1+W^\dagger PAP^\dagger W .$$

Both terms on the left are positive semidefinite and have nonnegative trace. Taking the trace and applying the previous result to $B=PAP^\dagger$ yields

$$0\le-\sum_i(l_0-e_i)+\operatorname{tr}(W^\dagger PAP^\dagger W)\le-\sum_i(l_0-e_i)+\operatorname{tr}(PAP^\dagger).$$

```lean
/-- If `H0 - l0` is positive semidefinite and the coupling `D` is bounded below by `-A` with `A`
positive semidefinite, the summed depth of orthonormal eigenvectors below `l0` is at most the trace
of `P A Pᴴ`. -/
theorem depth_le_of_lower_bound {H0 : Matrix n n ℂ} {P : Matrix n m ℂ} {D A : Matrix m m ℂ}
    {l0 : ℝ} {W : Matrix n ι ℂ} {e : ι → ℝ}
    (h0 : (H0 - (l0 : ℂ) • (1 : Matrix n n ℂ)).PosSemidef)
    (hA : A.PosSemidef) (hDA : (D + A).PosSemidef)
    (hE : IsEigenfamily (hamiltonian H0 P D) W e) :
    ∑ i, (l0 - e i) ≤ (trace (P * A * Pᴴ)).re := by
  have h1 := (Complex.nonneg_iff.mp (h0.conjTranspose_mul_mul_same W).trace_nonneg).1
  have h2 := (Complex.nonneg_iff.mp
    ((hDA.mul_mul_conjTranspose_same P).conjTranspose_mul_mul_same W).trace_nonneg).1
  have h3 := partial_trace_le (hA.mul_mul_conjTranspose_same P) hE.orthonormal
  -- in the eigenfamily the Hamiltonian is diagonal
  have h4 : Wᴴ * (H0 + P * D * Pᴴ) * W = diagonal (fun i => (e i : ℂ)) := by
    have h := hE.eigen
    unfold hamiltonian at h
    rw [Matrix.mul_assoc, h, ← Matrix.mul_assoc, hE.orthonormal, Matrix.one_mul]
  have key : Wᴴ * (H0 - (l0 : ℂ) • (1 : Matrix n n ℂ)) * W + Wᴴ * (P * (D + A) * Pᴴ) * W
      = diagonal (fun i => (e i : ℂ)) - (l0 : ℂ) • (1 : Matrix ι ι ℂ)
        + Wᴴ * (P * A * Pᴴ) * W := by
    rw [← h4, ← hE.orthonormal]
    simp only [Matrix.mul_add, Matrix.add_mul, Matrix.mul_sub, Matrix.sub_mul,
      Matrix.mul_smul, Matrix.smul_mul, Matrix.mul_one]
    abel
  -- take traces and compare
  have ht := congrArg (fun M => (trace M).re) key
  simp only [trace_add, trace_sub, trace_smul, trace_one, trace_diagonal, Complex.add_re,
    Complex.sub_re, Complex.re_sum, Complex.ofReal_re, smul_eq_mul, Complex.re_ofReal_mul,
    Complex.natCast_re] at ht
  have hs : ∑ i, (l0 - e i) = l0 * (Fintype.card ι : ℝ) - ∑ i, e i := by
    simp only [Finset.sum_sub_distrib, Finset.sum_const, Finset.card_univ, nsmul_eq_mul]
    ring
  linarith
```

The hypothesis `h0` says that $H_0$ is Hermitian with no eigenvalue below $l_0$. The hypotheses `hA` and `hDA` are the two conditions on $A$, and `hE` supplies the eigenvectors.

The proof follows the same order. The facts `h1` and `h2` are the nonnegative traces on the left, `h3` is the previous section's inequality for $B=PAP^\dagger$, and `h4` is the diagonal form of $W^\dagger HW$. The matrix identity is `key`, its trace is `ht`, and `linarith` combines the inequalities.

For a Hermitian $D$ with positive and negative parts, $D=D_+-D_-$, one admissible choice is $A=D_-$. The bound then counts only the attractive part of the coupling.

## A purely attractive coupling

If $-D\ge 0$, take $A=-D$. Then $D+A=0$, which is positive semidefinite, and the bound becomes

$$\sum_i(l_0-e_i)\le\operatorname{tr}\bigl(P(-D)P^\dagger\bigr)=-\operatorname{tr}(PDP^\dagger).$$

```lean
/-- Ghost depth bound: if `H0` lies above `l0` and the coupling `D` is negative semidefinite,
the summed depth below `l0` of any orthonormal eigenvectors of `H0 + P D Pᴴ` is at most
`-tr (P D Pᴴ)`. -/
theorem ghost_depth_le {H0 : Matrix n n ℂ} {P : Matrix n m ℂ} {D : Matrix m m ℂ}
    {l0 : ℝ} {W : Matrix n ι ℂ} {e : ι → ℝ}
    (h0 : (H0 - (l0 : ℂ) • (1 : Matrix n n ℂ)).PosSemidef) (hD : (-D).PosSemidef)
    (hE : IsEigenfamily (hamiltonian H0 P D) W e) :
    ∑ i, (l0 - e i) ≤ -(trace (P * D * Pᴴ)).re := by
  have hz : (D + -D).PosSemidef := by
    rw [add_neg_cancel]
    exact Matrix.PosSemidef.zero
  have h := depth_le_of_lower_bound h0 hD hz hE
  rwa [Matrix.mul_neg, Matrix.neg_mul, trace_neg, Complex.neg_re] at h
```

The condition `hD` stands for a nonlocal potential that lowers the energy, or leaves it unchanged, in every combination of projector channels. The energies $e_i$ are not required to lie below $l_0$. A level above $l_0$ contributes a negative term, so the most informative family is a complete orthonormal set of the eigenvectors below $l_0$. The theorem limits their depth; it does not tell a ghost from a genuine bound state.

The same number can be obtained without forming an $n\times n$ matrix. By cyclicity,

$$-\operatorname{tr}(PDP^\dagger)=-\operatorname{tr}(P^\dagger PD)=-\sum_{a,b}\langle p_a|p_b\rangle D_{ba},$$

which needs only the projector overlaps and the couplings.

```lean
/-- The ghost depth bound expressed through the small overlap matrix `Pᴴ P` of the
projectors. -/
theorem ghost_depth_le_overlap {H0 : Matrix n n ℂ} {P : Matrix n m ℂ} {D : Matrix m m ℂ}
    {l0 : ℝ} {W : Matrix n ι ℂ} {e : ι → ℝ}
    (h0 : (H0 - (l0 : ℂ) • (1 : Matrix n n ℂ)).PosSemidef) (hD : (-D).PosSemidef)
    (hE : IsEigenfamily (hamiltonian H0 P D) W e) :
    ∑ i, (l0 - e i) ≤ -(trace (Pᴴ * P * D)).re := by
  rw [← trace_mul_cycle]
  exact ghost_depth_le h0 hD hE
```

## Single levels and the number of deep levels

Suppose that every energy in the family satisfies $e_j\le l_0$. All terms of the sum are then nonnegative, so any one of them is at most the whole:

$$l_0-e_i\le\sum_j(l_0-e_j)\le-\operatorname{tr}(PDP^\dagger),\qquad\text{hence}\qquad e_i\ge l_0+\operatorname{tr}(PDP^\dagger).$$

```lean
/-- If `H0 - l0` and `-D` are positive semidefinite and all energies of the family of orthonormal
eigenvectors are at most `l0`, each single one is at least `l0 + tr (P D Pᴴ)`. -/
theorem ghost_energy_ge {H0 : Matrix n n ℂ} {P : Matrix n m ℂ} {D : Matrix m m ℂ}
    {l0 : ℝ} {W : Matrix n ι ℂ} {e : ι → ℝ}
    (h0 : (H0 - (l0 : ℂ) • (1 : Matrix n n ℂ)).PosSemidef) (hD : (-D).PosSemidef)
    (hE : IsEigenfamily (hamiltonian H0 P D) W e) (he : ∀ i, e i ≤ l0) (i : ι) :
    l0 + (trace (P * D * Pᴴ)).re ≤ e i := by
  have h := ghost_depth_le h0 hD hE
  have h1 : l0 - e i ≤ ∑ j, (l0 - e j) :=
    Finset.single_le_sum (f := fun j => l0 - e j)
      (fun j _ => sub_nonneg.mpr (he j)) (Finset.mem_univ i)
  linarith
```

The assumption `he` serves this route through the full sum. Applying the depth bound to a family that contains only eigenvector $i$ gives the same inequality wherever the other levels lie.

The sum also limits how many levels can be deep. If all $N$ members of the family lie at least $\delta>0$ below $l_0$, then

$$N\delta\le\sum_i(l_0-e_i)\le-\operatorname{tr}(PDP^\dagger),\qquad\text{hence}\qquad N\le\frac{-\operatorname{tr}(PDP^\dagger)}{\delta}.$$

```lean
/-- If `H0 - l0` and `-D` are positive semidefinite, the number of orthonormal eigenvectors in a
family whose energies all lie at least `δ > 0` below `l0` is at most `-tr (P D Pᴴ) / δ`. -/
theorem deep_ghost_count_le {H0 : Matrix n n ℂ} {P : Matrix n m ℂ} {D : Matrix m m ℂ}
    {l0 δ : ℝ} {W : Matrix n ι ℂ} {e : ι → ℝ}
    (h0 : (H0 - (l0 : ℂ) • (1 : Matrix n n ℂ)).PosSemidef) (hD : (-D).PosSemidef)
    (hE : IsEigenfamily (hamiltonian H0 P D) W e) (hδ : 0 < δ) (he : ∀ i, e i ≤ l0 - δ) :
    (Fintype.card ι : ℝ) ≤ -(trace (P * D * Pᴴ)).re / δ := by
  rw [le_div_iff₀ hδ]
  have h1 : ∑ _i : ι, δ ≤ ∑ i, (l0 - e i) :=
    Finset.sum_le_sum (fun i _ => by linarith [he i])
  rw [Finset.sum_const, Finset.card_univ, nsmul_eq_mul] at h1
  exact h1.trans (ghost_depth_le h0 hD hE)
```

Here `Fintype.card ι` is $N$. To bound the number of all such levels, counted with degeneracy, take the family to be a complete orthonormal set of eigenvectors with energy at most $l_0-\delta$.

## A flat smooth part attains the bound

Let $H_0=l_0 1$. This is a special model: a constant local potential does not by itself produce it, because $H_0$ also holds the kinetic energy, but a basis taken from a single degenerate level of the smooth part does. Let the projectors be orthonormal, $P^\dagger P=1$, and let $D=\operatorname{diag}(-d_1,\dots,-d_N)$ with real $d_i$. Then

$$HP=l_0P+PD\,P^\dagger P=P(l_0 1+D)=P\operatorname{diag}(l_0-d_1,\dots,l_0-d_N).$$

Each projector is itself an eigenvector, with energy $l_0-d_i$. The total depth and the trace agree:

$$\sum_i\bigl(l_0-(l_0-d_i)\bigr)=\sum_i d_i=-\operatorname{tr}D=-\operatorname{tr}(PDP^\dagger).$$

```lean
/-- For `H0` equal to `l0` times the identity, orthonormal projectors and diagonal coupling `-d`,
the projectors are eigenvectors with energies `l0 - d i`, and their summed depth equals `-tr (P D
Pᴴ)`. -/
theorem ghost_depth_sharp (l0 : ℝ) (d : ι → ℝ) {P : Matrix n ι ℂ} (hP : Pᴴ * P = 1) :
    IsEigenfamily (hamiltonian ((l0 : ℂ) • (1 : Matrix n n ℂ)) P
      (diagonal (fun i => ((-d i : ℝ) : ℂ)))) P (fun i => l0 - d i) ∧
    ∑ i, (l0 - (l0 - d i)) =
      -(trace (P * diagonal (fun i => ((-d i : ℝ) : ℂ)) * Pᴴ)).re := by
  refine ⟨⟨hP, ?_⟩, ?_⟩
  · have hd : diagonal (fun i => ((l0 - d i : ℝ) : ℂ))
        = (l0 : ℂ) • (1 : Matrix ι ι ℂ) + diagonal (fun i => ((-d i : ℝ) : ℂ)) := by
      ext i j
      by_cases h : i = j
      · subst h
        simp
        ring
      · simp [h]
    rw [hd, hamiltonian, Matrix.add_mul, Matrix.mul_assoc _ Pᴴ P, hP, Matrix.mul_one,
      Matrix.smul_mul, Matrix.one_mul, Matrix.mul_add, Matrix.mul_smul, Matrix.mul_one]
  · rw [trace_mul_cycle, hP, Matrix.one_mul, trace_diagonal, Complex.re_sum]
    simp only [Complex.ofReal_re, Finset.sum_neg_distrib, neg_neg, sub_sub_cancel]

end GhostDepth
```

The first half of the theorem builds an `IsEigenfamily` with $P$ in the role of $W$, so projectors and eigenvectors share the index type `ι`. The auxiliary identity `hd` splits the diagonal matrix of energies into $l_0 1+D$. The second half uses cyclicity and $P^\dagger P=1$. The equality holds for $d_i$ of any sign; when all $d_i\ge 0$, the coupling is negative semidefinite and the example attains the ghost depth bound.

```lean
#print axioms GhostDepth.depth_le_of_lower_bound
#print axioms GhostDepth.ghost_depth_le_overlap
#print axioms GhostDepth.deep_ghost_count_le
#print axioms GhostDepth.ghost_depth_sharp
```

```
'GhostDepth.depth_le_of_lower_bound' depends on axioms: [propext, Classical.choice, Quot.sound]
'GhostDepth.ghost_depth_le_overlap' depends on axioms: [propext, Classical.choice, Quot.sound]
'GhostDepth.deep_ghost_count_le' depends on axioms: [propext, Classical.choice, Quot.sound]
'GhostDepth.ghost_depth_sharp' depends on axioms: [propext, Classical.choice, Quot.sound]
```

## One projector, and levels pushed upwards

With a single projector $p$ and coupling $D=-d$, where $d\ge 0$, the bound on the total depth is $d\,\langle p|p\rangle$. Writing $p=\lVert p\rVert u$ with a normalised $u$ shows that this is the strength of the potential $-d\lVert p\rVert^2|u\rangle\langle u|$. It does not change when $p$ is rescaled and $d$ is adjusted to keep the potential the same.

If the basis also has only one function, $H_0$ is a number $h\ge l_0$ and the only level is $e=h-d|p|^2$. Its depth is

$$l_0-e=d|p|^2-(h-l_0)\le d|p|^2 .$$

The slack is exactly the distance of $h$ above $l_0$, and it vanishes when $h=l_0$.

A mirror result for repulsive projectors comes from reversing the signs of $H_0$, $D$, the energies and the reference energy, a substitution left here to the reader and not carried out in the code. If $u_0-H_0\ge 0$ for a real energy $u_0$, and $D\ge 0$, then

$$\sum_i(e_i-u_0)\le\operatorname{tr}(PDP^\dagger).$$

A repulsive separable potential can therefore push levels above the top of the finite-basis spectrum of $H_0$ only by a total height that the same kind of trace limits.
